# Equilibrium volumes of two $k$-strongly convex energy curves that agree within $e$ up to a constant differ by at most $\sqrt{2e/k}$

Two calculations of the same crystal give slightly different energy-volume curves, and one wants to know how far apart their equilibrium volumes can be. The answer depends on what "slightly different" means. Total energies from two methods often have different zeros, and a constant offset does not move a minimum, so the curves are compared here only after a constant has been subtracted from their difference.

```lean
import Mathlib

open Set

namespace EquilibriumVolumeStability

noncomputable section

variable {X : Type*} [NormedAddCommGroup X] [NormedSpace ℝ X]
```

The last line lets `X` be any real normed space. It can be the line of volumes or a space of several cell parameters with a chosen norm.

```lean
/-- Two energy functions agree within `e` on the region `s`, up to a constant shift of the
energy zero. -/
def AgreeUpToShift (s : Set X) (f g : X → ℝ) (e : ℝ) : Prop :=
  ∃ c : ℝ, ∀ x ∈ s, |f x - g x - c| ≤ e
```

`AgreeUpToShift s f g e` says that there is a constant $c$ with $|f(x)-g(x)-c|\le e$ for every $x$ in the region $s$. The same $c$ must serve the whole region.

```lean
/-- The harmonic energy-volume curve with curvature `k` and reference volume `V₀`. -/
def harmonicEnergy (k V₀ V : ℝ) : ℝ := k / 2 * (V - V₀) ^ 2
```

This is the parabola $\frac k2(V-V_0)^2$. It gives the energy as a function of volume, measured from its value at $V_0$.

## Growth away from a minimum

```lean
/-- A `k`-strongly convex energy rises above its minimum at `x` by at least `k/2` times the
squared distance from `x`. -/
theorem quadratic_growth {s : Set X} {f : X → ℝ} {k : ℝ} {x y : X}
    (hf : StrongConvexOn s k f) (hx : x ∈ s) (hy : y ∈ s) (hmin : IsMinOn f s x) :
    f x + k / 2 * ‖y - x‖ ^ 2 ≤ f y := by
  by_contra hcon
  have h := not_le.mp hcon
  have h0 : f x ≤ f y := isMinOn_iff.mp hmin y hy
  obtain ⟨D, hD⟩ : ∃ D, D = k / 2 * ‖y - x‖ ^ 2 := ⟨_, rfl⟩
  rw [← hD] at h
  have hDpos : 0 < D := by linarith
  -- a point a suitable fraction `t` of the way from `x` to `y`
  obtain ⟨t, ht⟩ : ∃ t, t = (D - (f y - f x)) / (2 * D) := ⟨_, rfl⟩
  have htD : t * (2 * D) = D - (f y - f x) := by
    rw [ht]
    exact div_mul_cancel₀ _ (by positivity)
  have t0 : 0 < t := by
    rw [ht]
    exact div_pos (by linarith) (by linarith)
  have t1 : t < 1 := by
    rw [ht, div_lt_one (by linarith)]
    linarith
  have hc : f ((1 - t) • x + t • y) ≤
      (1 - t) * f x + t * f y - (1 - t) * t * (k / 2 * ‖x - y‖ ^ 2) :=
    hf.2 hx hy (sub_nonneg.mpr t1.le) t0.le (by ring)
  have hm : f x ≤ f ((1 - t) • x + t • y) :=
    isMinOn_iff.mp hmin _ (hf.1 hx hy (sub_nonneg.mpr t1.le) t0.le (by ring))
  rw [norm_sub_rev x y, ← hD] at hc
  have hmul : t * ((1 - t) * D) ≤ t * (f y - f x) := by linarith
  have hdiv := le_of_mul_le_mul_left hmul t0
  linarith
```

In a Lean theorem the hypotheses stand in brackets and the conclusion follows the last colon. Two hypotheses come from Mathlib:

- `StrongConvexOn s k f` says that $s$ is convex and that, for all $x,y$ in $s$ and all $p,q\ge0$ with $p+q=1$,
$$f(px+qy)\le p f(x)+q f(y)-pq\,\tfrac k2\|x-y\|^2 .$$
For a smooth curve in one variable this means $f''\ge k$, so $k$ is a lower bound on the curvature of the energy over the whole range of volumes. For the static energy of a crystal this curvature is $B/V$, where $B$ is the bulk modulus at volume $V$.
- `IsMinOn f s x` says that $f(x)\le f(y)$ for all $y$ in $s$. That $x$ itself lies in $s$ is the separate hypothesis `hx`.

The conclusion is $f(x)+D\le f(y)$ with $D=\frac k2\|y-x\|^2$. By hand, go a fraction $t$ of the way from $x$ to $y$, with $0<t<1$. Minimality and strong convexity give
$$f(x)\le f((1-t)x+ty)\le(1-t)f(x)+tf(y)-t(1-t)D .$$
Subtracting $f(x)$ and dividing by $t$ leaves $(1-t)D\le f(y)-f(x)$, and $t\to0$ gives the claim.

Lean replaces the limit by a contradiction (`by_contra`). Write $\Delta=f(y)-f(x)\ge0$ and suppose $\Delta<D$. For $t=(D-\Delta)/(2D)$ the inequality reads $(D+\Delta)/2\le\Delta$, which is false. The tactic `linarith` closes such steps by combining linear inequalities.

## From an energy error to a displacement

```lean
/-- If two strongly convex energies agree within `e` up to a shift, the squared distance between
their minimisers, times the sum of the two moduli, is at most `4e`. -/
theorem displacement_sq_le {s : Set X} {f g : X → ℝ} {k₁ k₂ e : ℝ} {x y : X}
    (hf : StrongConvexOn s k₁ f) (hg : StrongConvexOn s k₂ g) (hx : x ∈ s) (hy : y ∈ s)
    (hfx : IsMinOn f s x) (hgy : IsMinOn g s y) (hfg : AgreeUpToShift s f g e) :
    (k₁ + k₂) * ‖x - y‖ ^ 2 ≤ 4 * e := by
  obtain ⟨c, hc⟩ := hfg
  have h1 := quadratic_growth hf hx hy hfx
  have h2 := quadratic_growth hg hy hx hgy
  rw [norm_sub_rev y x] at h1
  -- the unknown shift `c` cancels between the two points
  have h3 := (abs_le.mp (hc x hx)).1
  have h4 := (abs_le.mp (hc y hy)).2
  linarith
```

Let $x$ minimise $f$, let $y$ minimise $g$, and put $d=\|x-y\|$. The growth inequality, used once for each energy, gives
$$f(x)+\tfrac{k_1}2d^2\le f(y),\qquad g(y)+\tfrac{k_2}2d^2\le g(x).$$
Add them and rearrange:
$$\tfrac{k_1+k_2}2d^2\le[f(y)-g(y)]-[f(x)-g(x)]\le(c+e)-(c-e)=2e .$$
The shift $c$ has cancelled, and doubling gives the result. In the code, `h1` and `h2` are the growth inequalities, and `h3` and `h4` are the two bounds on $f-g$.

```lean
/-- Stability of equilibrium structures: if two strongly convex energies, whose moduli have a
positive sum, agree within `e` up to a shift, their minimisers lie within `√(4e/(k₁+k₂))` of
each other. -/
theorem equilibrium_displacement_le {s : Set X} {f g : X → ℝ} {k₁ k₂ e : ℝ} {x y : X}
    (hk : 0 < k₁ + k₂) (hf : StrongConvexOn s k₁ f) (hg : StrongConvexOn s k₂ g)
    (hx : x ∈ s) (hy : y ∈ s) (hfx : IsMinOn f s x) (hgy : IsMinOn g s y)
    (hfg : AgreeUpToShift s f g e) :
    ‖x - y‖ ≤ √(4 * e / (k₁ + k₂)) := by
  apply Real.le_sqrt_of_sq_le
  rw [le_div_iff₀ hk]
  linarith [displacement_sq_le hf hg hx hy hfx hgy hfg]
```

Dividing by $k_1+k_2>0$ and taking the root gives $d\le\sqrt{4e/(k_1+k_2)}$. Only the sum of the moduli must be positive, so one energy may be merely convex.

```lean
/-- Stability of the equilibrium volume: if two energy-volume curves are `k`-strongly convex on
`[a, b]` with `k > 0` and agree there within `e` up to a shift, the volumes in `[a, b]` that
minimise them on that interval differ by at most `√(2e/k)`. -/
theorem equilibrium_volume_le {a b k e V₁ V₂ : ℝ} {f g : ℝ → ℝ} (hk : 0 < k)
    (hf : StrongConvexOn (Icc a b) k f) (hg : StrongConvexOn (Icc a b) k g)
    (h₁ : V₁ ∈ Icc a b) (h₂ : V₂ ∈ Icc a b)
    (hfV : IsMinOn f (Icc a b) V₁) (hgV : IsMinOn g (Icc a b) V₂)
    (hfg : AgreeUpToShift (Icc a b) f g e) :
    |V₁ - V₂| ≤ √(2 * e / k) := by
  have h := displacement_sq_le hf hg h₁ h₂ hfV hgV hfg
  rw [Real.norm_eq_abs, sq_abs] at h
  apply Real.le_sqrt_of_sq_le
  rw [le_div_iff₀ hk, sq_abs]
  linarith
```

Here `Icc a b` is the closed interval $[a,b]$, the norm is the absolute value, and both moduli equal $k$. Then $2k|V_1-V_2|^2\le4e$, hence $|V_1-V_2|\le\sqrt{2e/k}$. The minimisers may lie at the ends of the interval; their existence is assumed.

In electronic-structure work, $f$ and $g$ could be the curves from two basis sets. If both are $k$-strongly convex on the interval, a hundredfold smaller $e$ makes the bound on the volume shift ten times smaller. The step left to the user is the one from energies computed at a few volumes to values of $k$ and $e$ that hold on the whole interval.

## Two parabolas that attain the bound

```lean
/-- The harmonic energy-volume curve with curvature `k` is `k`-strongly convex on every convex set
of volumes. -/
theorem harmonicEnergy_strongConvexOn {s : Set ℝ} (hs : Convex ℝ s) (k V₀ : ℝ) :
    StrongConvexOn s k (harmonicEnergy k V₀) := by
  refine ⟨hs, ?_⟩
  intro V _ W _ p q _ _ hpq
  change harmonicEnergy k V₀ (p * V + q * W) ≤
    p * harmonicEnergy k V₀ V + q * harmonicEnergy k V₀ W - p * q * (k / 2 * ‖V - W‖ ^ 2)
  rw [Real.norm_eq_abs, sq_abs]
  obtain rfl : p = 1 - q := by linarith
  unfold harmonicEnergy
  apply le_of_eq
  ring
```

For a parabola the strong convexity inequality is an equality, because for $p+q=1$
$$(pV+qW-V_0)^2=p(V-V_0)^2+q(W-V_0)^2-pq(V-W)^2 .$$
The tactic `ring` checks this identity after $p$ has been replaced by $1-q$.

```lean
/-- Sharpness: for `k > 0` and `V₁ ≤ V₂`, the harmonic energy curves of curvature `k` centred at
`V₁` and `V₂` are `k`-strongly convex on `[V₁, V₂]`, are minimised there at `V₁` and `V₂`, and agree
there within `e = (k/2)(V₂ - V₁)²` up to a shift, while `|V₁ - V₂| = √(2e/k)`. -/
theorem harmonic_attains_bound {k V₁ V₂ : ℝ} (hk : 0 < k) (hV : V₁ ≤ V₂) :
    StrongConvexOn (Icc V₁ V₂) k (harmonicEnergy k V₁) ∧
    StrongConvexOn (Icc V₁ V₂) k (harmonicEnergy k V₂) ∧
    IsMinOn (harmonicEnergy k V₁) (Icc V₁ V₂) V₁ ∧
    IsMinOn (harmonicEnergy k V₂) (Icc V₁ V₂) V₂ ∧
    AgreeUpToShift (Icc V₁ V₂) (harmonicEnergy k V₁) (harmonicEnergy k V₂)
      (k / 2 * (V₂ - V₁) ^ 2) ∧
    |V₁ - V₂| = √(2 * (k / 2 * (V₂ - V₁) ^ 2) / k) := by
  have hmin : ∀ V₀, IsMinOn (harmonicEnergy k V₀) (Icc V₁ V₂) V₀ := fun V₀ =>
    isMinOn_iff.mpr fun V _ => by
      unfold harmonicEnergy
      linarith [mul_nonneg hk.le (sq_nonneg (V - V₀))]
  refine ⟨harmonicEnergy_strongConvexOn (convex_Icc _ _) k V₁,
    harmonicEnergy_strongConvexOn (convex_Icc _ _) k V₂, hmin V₁, hmin V₂, ⟨0, ?_⟩, ?_⟩
  · -- the difference is linear in `V` and extremal at the two ends
    intro V hVm
    have hd := mul_nonneg hk.le (sub_nonneg.mpr hV)
    have hl := mul_nonneg hd (sub_nonneg.mpr hVm.1)
    have hr := mul_nonneg hd (sub_nonneg.mpr hVm.2)
    unfold harmonicEnergy
    exact abs_le.mpr ⟨by linarith, by linarith⟩
  · have h : 2 * (k / 2 * (V₂ - V₁) ^ 2) / k = (V₁ - V₂) ^ 2 := by
      rw [div_eq_iff hk.ne']
      ring
    rw [h, Real.sqrt_sq_eq_abs]
```

The symbol `∧` means "and": the theorem lists the convexity, minimality and agreement hypotheses of the volume bound, then the equality. The remaining hypotheses are $k>0$, which is assumed here too, and that $V_1$ and $V_2$ lie in $[V_1,V_2]$, which follows from $V_1\le V_2$. The parabolas have minima at $V_1\le V_2$, and their difference is
$$\tfrac k2\left[(V-V_1)^2-(V-V_2)^2\right]=k(V_2-V_1)\left(V-\tfrac{V_1+V_2}2\right).$$
On $[V_1,V_2]$ the last factor is at most $(V_2-V_1)/2$ in size, so the curves agree within $e=\frac k2(V_2-V_1)^2$ with $c=0$. Then $2e/k=(V_2-V_1)^2$, and its root is $|V_1-V_2|$.

The choice of interval matters here. On a fixed longer interval $[a,b]$ the smallest $e$ for the same two parabolas, with the best $c$, is $\frac k2(V_2-V_1)(b-a)$. The distance between their minima is then proportional to $e$ and, for $V_1<V_2$, lies below the bound.

## What equality forces

```lean
/-- If a `k`-strongly convex energy with minimiser `x` rises by no more than `(k/2)‖y - x‖²` on
going to `y`, it is exactly harmonic on the segment from `x` to `y`. -/
theorem harmonic_on_segment {s : Set X} {f : X → ℝ} {k : ℝ} {x y z : X}
    (hf : StrongConvexOn s k f) (hx : x ∈ s) (hy : y ∈ s) (hmin : IsMinOn f s x)
    (hup : f y ≤ f x + k / 2 * ‖y - x‖ ^ 2) (hz : z ∈ segment ℝ x y) :
    f z = f x + k / 2 * ‖z - x‖ ^ 2 := by
  obtain ⟨p, q, hp, hq, hpq, rfl⟩ := hz
  have hlow := quadratic_growth hf hx (hf.1 hx hy hp hq hpq) hmin
  have hc : f (p • x + q • y) ≤ p * f x + q * f y - p * q * (k / 2 * ‖x - y‖ ^ 2) :=
    hf.2 hx hy hp hq hpq
  obtain rfl : p = 1 - q := by linarith
  have hn : ‖(1 - q) • x + q • y - x‖ = q * ‖y - x‖ := by
    have hv : (1 - q) • x + q • y - x = q • (y - x) := by module
    rw [hv, norm_smul, Real.norm_of_nonneg hq]
  rw [norm_sub_rev x y] at hc
  have hmul := mul_le_mul_of_nonneg_left hup hq
  -- the convexity bound from above meets the growth bound from below
  refine le_antisymm ?_ hlow
  rw [hn]
  linarith
```

Suppose $f(y)\le f(x)+D$, the reverse of the growth inequality. A point of the segment is $z=(1-q)x+qy$ with $0\le q\le1$, so $\|z-x\|=q\|y-x\|$. Strong convexity gives
$$f(z)\le(1-q)f(x)+qf(y)-q(1-q)D\le f(x)+q^2D ,$$
and growth from $x$ to $z$ gives $f(z)\ge f(x)+q^2D$. The step `le_antisymm` joins the two into an equality.

```lean
/-- Equality case: if two `k`-strongly convex energies, `k > 0`, agree within `e` up to a shift
and their minimisers are exactly `√(2e/k)` apart, both energies are harmonic with curvature `k`
on the segment between the minimisers. -/
theorem harmonic_of_bound_attained {s : Set X} {f g : X → ℝ} {k e : ℝ} {x y : X}
    (hk : 0 < k) (hf : StrongConvexOn s k f) (hg : StrongConvexOn s k g)
    (hx : x ∈ s) (hy : y ∈ s) (hfx : IsMinOn f s x) (hgy : IsMinOn g s y)
    (hfg : AgreeUpToShift s f g e) (heq : ‖x - y‖ = √(2 * e / k)) :
    ∀ z ∈ segment ℝ x y,
      f z = f x + k / 2 * ‖z - x‖ ^ 2 ∧ g z = g y + k / 2 * ‖z - y‖ ^ 2 := by
  obtain ⟨c, hc⟩ := hfg
  have he : 0 ≤ e := (abs_nonneg _).trans (hc x hx)
  have hsq : k * ‖x - y‖ ^ 2 = 2 * e := by
    rw [heq, Real.sq_sqrt (by positivity)]
    exact mul_div_cancel₀ _ hk.ne'
  have h1 := quadratic_growth hf hx hy hfx
  have h2 := quadratic_growth hg hy hx hgy
  have h3 := (abs_le.mp (hc x hx)).1
  have h4 := (abs_le.mp (hc y hy)).2
  have hr : ‖y - x‖ = ‖x - y‖ := norm_sub_rev y x
  rw [hr] at h1
  intro z hz
  constructor
  · exact harmonic_on_segment hf hx hy hfx (by rw [hr]; linarith) hz
  · exact harmonic_on_segment hg hy hx hgy (by linarith) (by rwa [segment_symm])

end

end EquilibriumVolumeStability
```

If $d=\sqrt{2e/k}$, then $2e=kd^2$. Agreement within $e$, followed by the growth of $g$, gives
$$f(y)-f(x)\le g(y)-g(x)+2e\le-\tfrac k2d^2+kd^2=\tfrac k2d^2 .$$
In the same way $g(x)-g(y)\le f(x)-f(y)+2e\le\frac k2d^2$. The previous theorem now applies to $f$ from $x$ and to $g$ from $y$; `segment_symm` reverses the segment for $g$. Both energies are therefore parabolas of curvature $k$ between the two minimisers. The theorem says nothing about their shape elsewhere in $s$.

```lean
#print axioms EquilibriumVolumeStability.equilibrium_displacement_le
#print axioms EquilibriumVolumeStability.equilibrium_volume_le
#print axioms EquilibriumVolumeStability.harmonic_attains_bound
#print axioms EquilibriumVolumeStability.harmonic_of_bound_attained
```

```
'EquilibriumVolumeStability.equilibrium_displacement_le' depends on axioms: [propext, Classical.choice, Quot.sound]
'EquilibriumVolumeStability.equilibrium_volume_le' depends on axioms: [propext, Classical.choice, Quot.sound]
'EquilibriumVolumeStability.harmonic_attains_bound' depends on axioms: [propext, Classical.choice, Quot.sound]
'EquilibriumVolumeStability.harmonic_of_bound_attained' depends on axioms: [propext, Classical.choice, Quot.sound]
```
